# Valence–valence terms cancel in the density response of doubly occupied orbitals that stay orthonormal to first order

In density functional perturbation theory, each self-consistency cycle solves the Sternheimer equation for the first-order orbitals, builds the density response from them and updates the perturbing potential. The solver usually returns only the part of each first-order orbital that lies outside the occupied space. For doubly occupied orbitals on a finite grid, the density response built from that part is complete, provided that the orbitals stay orthonormal to first order.

## Orbitals as columns of a matrix

Let $\psi_v(r)$ be the occupied orbitals and $\psi^{(1)}_v(r)$ their first-order changes. They are the columns of two matrices, $\Psi_{rv}=\psi_v(r)$ and $\Phi_{rv}=\psi^{(1)}_v(r)$. The inner product is the plain sum $\langle f,g\rangle=\sum_r \overline{f(r)}\,g(r)$, so on a uniform grid the square root of the volume element is absorbed into the orbitals, and the density counts electrons per grid point.

In the code, `G` is the finite set of grid points and `V` the finite set of occupied orbitals; neither is a reciprocal lattice vector or a potential. The superscript `ᴴ` is the conjugate transpose, written $\dagger$ below.

```lean
import Mathlib

open Matrix

namespace SternheimerDensityResponse

noncomputable section

variable {G V : Type*} [Fintype G] [DecidableEq G] [Fintype V]
```

For orthonormal orbitals, the operator that removes the occupied components is

$$P_c = 1-\sum_v \psi_v\psi_v^\dagger = 1-\Psi\Psi^\dagger .$$

```lean
/-- The operator `Pc = 1 - ∑ ψ_v ψ_v*` on the grid; the orbitals `ψ_v` are the columns of `Ψ`. -/
def condProj (Ψ : Matrix G V ℂ) : Matrix G G ℂ := 1 - Ψ * Ψᴴ
```

Varying the one-spin density matrix $\Psi\Psi^\dagger$ to first order gives $\Phi\Psi^\dagger+\Psi\Phi^\dagger$.

```lean
/-- First-order density matrix of one spin channel, `∑ (ψ1_v ψ_v* + ψ_v ψ1_v*)`, for orbitals `Ψ`
and first-order orbitals `Φ`. -/
def densityMatrixResponse (Ψ Φ : Matrix G V ℂ) : Matrix G G ℂ := Φ * Ψᴴ + Ψ * Φᴴ
```

With two electrons per orbital, the density is $n(r)=2\sum_v|\psi_v(r)|^2$.

```lean
/-- Electron density at the grid point `r`, with two electrons in each orbital. -/
def density (Ψ : Matrix G V ℂ) (r : G) : ℝ := 2 * ∑ v, ‖Ψ r v‖ ^ 2
```

Its first-order change is

$$n^{(1)}(r)=4\,\mathrm{Re}\sum_v\overline{\psi_v(r)}\,\psi^{(1)}_v(r),$$

where one factor of two comes from spin and the other from the two terms of the product rule. Here this expression is a definition; its agreement with a derivative is shown further down.

```lean
/-- The density response `4 Re ∑ conj(ψ_v) ψ1_v` at the grid point `r`. -/
def densityResponse (Ψ Φ : Matrix G V ℂ) (r : G) : ℝ :=
  4 * (∑ v, star (Ψ r v) * Φ r v).re
```

## What the projector removes

Orthonormality of the orbitals reads $\Psi^\dagger\Psi=1$. It gives

$$P_c\Psi=\Psi-\Psi(\Psi^\dagger\Psi)=0,\qquad P_c^2=P_c-(P_c\Psi)\Psi^\dagger=P_c .$$

The Lean proof takes the same two steps, with the first result `h1` used in the second.

```lean
/-- For orthonormal orbitals, `Pc` annihilates every occupied orbital and is idempotent. -/
theorem condProj_projector [DecidableEq V] (Ψ : Matrix G V ℂ) (hΨ : Ψᴴ * Ψ = 1) :
    condProj Ψ * Ψ = 0 ∧ condProj Ψ * condProj Ψ = condProj Ψ := by
  have h1 : condProj Ψ * Ψ = 0 := by
    rw [condProj, Matrix.sub_mul, Matrix.one_mul, Matrix.mul_assoc, hΨ, Matrix.mul_one, sub_self]
  refine ⟨h1, ?_⟩
  calc condProj Ψ * condProj Ψ = condProj Ψ * (1 - Ψ * Ψᴴ) := rfl
    _ = condProj Ψ := by
      rw [Matrix.mul_sub, Matrix.mul_one, ← Matrix.mul_assoc, h1, Matrix.zero_mul, sub_zero]
```

Now replace $\Phi$ by $P_c\Phi$ in the first-order density matrix. Since $P_c$ is Hermitian,

$$P_c\Phi\Psi^\dagger+\Psi\Phi^\dagger P_c=\Phi\Psi^\dagger+\Psi\Phi^\dagger-\Psi\left(\Psi^\dagger\Phi+\Phi^\dagger\Psi\right)\Psi^\dagger .$$

The bracket has the entries $\langle\psi_w,\psi^{(1)}_v\rangle+\langle\psi^{(1)}_w,\psi_v\rangle$ in row $w$ and column $v$. This identity holds for any two matrices of matching shape, orthonormal or not. In the proof, `hP` is the Hermiticity of $P_c$; `simp only` multiplies out the products and `abel` collects the terms.

```lean
/-- Applying `Pc` to the first-order orbitals removes from the first-order density matrix exactly
the valence-valence term built from `⟨ψ_w, ψ1_v⟩ + ⟨ψ1_w, ψ_v⟩`. -/
theorem densityMatrixResponse_condProj (Ψ Φ : Matrix G V ℂ) :
    densityMatrixResponse Ψ (condProj Ψ * Φ) =
      densityMatrixResponse Ψ Φ - Ψ * (Ψᴴ * Φ + Φᴴ * Ψ) * Ψᴴ := by
  -- `Pc` is Hermitian
  have hP : (condProj Ψ)ᴴ = condProj Ψ := by
    simp [condProj, Matrix.conjTranspose_sub, Matrix.conjTranspose_mul]
  unfold densityMatrixResponse
  rw [Matrix.conjTranspose_mul, hP]
  simp only [condProj, Matrix.sub_mul, Matrix.mul_sub, Matrix.one_mul, Matrix.mul_one,
    Matrix.mul_add, Matrix.add_mul, Matrix.mul_assoc]
  abel
```

If the bracket vanishes, the density matrix response is unchanged. For orthonormal orbitals the converse holds too: from $\Psi M\Psi^\dagger=0$, multiplication by $\Psi^\dagger$ on the left and $\Psi$ on the right gives $M=0$. That is the step called `key`.

```lean
/-- For orthonormal orbitals, the first-order density matrix is unchanged by `Pc` if and only if
the first-order orbitals preserve orthonormality to first order. -/
theorem densityMatrixResponse_condProj_eq_iff [DecidableEq V] (Ψ Φ : Matrix G V ℂ)
    (hΨ : Ψᴴ * Ψ = 1) :
    densityMatrixResponse Ψ (condProj Ψ * Φ) = densityMatrixResponse Ψ Φ ↔
      Ψᴴ * Φ + Φᴴ * Ψ = 0 := by
  -- orthonormal orbitals let us read off the matrix between them
  have key : ∀ M : Matrix V V ℂ, Ψ * M * Ψᴴ = 0 → M = 0 := by
    intro M hM
    calc M = (Ψᴴ * Ψ) * M * (Ψᴴ * Ψ) := by rw [hΨ, Matrix.one_mul, Matrix.mul_one]
      _ = Ψᴴ * (Ψ * M * Ψᴴ) * Ψ := by simp only [Matrix.mul_assoc]
      _ = 0 := by rw [hM, Matrix.mul_zero, Matrix.zero_mul]
  rw [densityMatrixResponse_condProj]
  constructor
  · intro h
    exact key _ (sub_eq_self.mp h)
  · intro h
    rw [h, Matrix.mul_zero, Matrix.zero_mul, sub_zero]
```

The equivalence concerns the whole matrix. The density sees only its diagonal, which can stay the same even when the bracket is not zero.

## The cancellation at each grid point

The density response is twice the real part of the diagonal of the density matrix response. The two terms on that diagonal are complex conjugates of each other, so

$$2\,\mathrm{Re}\sum_v\left(\psi^{(1)}_v(r)\overline{\psi_v(r)}+\psi_v(r)\overline{\psi^{(1)}_v(r)}\right)=4\,\mathrm{Re}\sum_v\overline{\psi_v(r)}\,\psi^{(1)}_v(r).$$

Lean compares the sums orbital by orbital, through real and imaginary parts.

```lean
omit [Fintype G] [DecidableEq G] in
/-- The density response is twice the real part of the diagonal of the first-order density matrix
of one spin channel. -/
theorem densityResponse_eq_diagonal (Ψ Φ : Matrix G V ℂ) (r : G) :
    densityResponse Ψ Φ r = 2 * (densityMatrixResponse Ψ Φ r r).re := by
  simp only [densityResponse, densityMatrixResponse, Matrix.add_apply, Matrix.mul_apply,
    Matrix.conjTranspose_apply, Complex.add_re, Complex.re_sum]
  rw [← Finset.sum_add_distrib, Finset.mul_sum, Finset.mul_sum]
  refine Finset.sum_congr rfl fun v _ => ?_
  simp only [Complex.star_def, Complex.mul_re, Complex.conj_re, Complex.conj_im]
  ring
```

The cancellation can also be seen directly. Put $A_{wv}=\langle\psi_w,\psi^{(1)}_v\rangle$. Projection removes from the density response the term $4\,\mathrm{Re}\,S(r)$ with

$$S(r)=\sum_{v,w}\overline{\psi_v(r)}\,\psi_w(r)\,A_{wv}.$$

First-order orthonormality says $\overline{A_{wv}}=-A_{vw}$. Conjugating $S(r)$ and exchanging the names $v$ and $w$ therefore gives $\overline{S(r)}=-S(r)$, so $S(r)$ is purely imaginary and contributes nothing. Physically, such an $A$ is an infinitesimal unitary rotation among the occupied orbitals, which leaves the density alone.

The theorem assumes only the first-order condition `h`, not $\Psi^\dagger\Psi=1$. Its proof passes to the diagonal on both sides and removes the valence–valence matrix with `h`.

```lean
/-- If `⟨ψ_w, ψ1_v⟩ + ⟨ψ1_w, ψ_v⟩ = 0` for all `v, w`, then at every grid point the density response
is the same for the first-order orbitals `ψ1_v` and for `Pc ψ1_v`. -/
theorem densityResponse_condProj (Ψ Φ : Matrix G V ℂ) (h : Ψᴴ * Φ + Φᴴ * Ψ = 0) (r : G) :
    densityResponse Ψ Φ r = densityResponse Ψ (condProj Ψ * Φ) r := by
  rw [densityResponse_eq_diagonal, densityResponse_eq_diagonal, densityMatrixResponse_condProj,
    h, Matrix.mul_zero, Matrix.zero_mul, sub_zero]
```

Orthonormality of the unperturbed orbitals alone would not be enough. Take one grid point and one orbital, with $\psi=1$ and $\psi^{(1)}=1$. Then $\langle\psi,\psi^{(1)}\rangle+\langle\psi^{(1)},\psi\rangle=2$ and $P_c=0$. The unprojected density response is $4$, the projected one $0$.

## Where the first-order condition comes from

Let the orbitals depend on a real perturbation strength $t$ and remain orthonormal for every $t$. Differentiating the constant overlap at $t=0$ gives

$$0=\frac{d}{dt}\langle\psi_w(t),\psi_v(t)\rangle\Big|_{0}=\langle\psi^{(1)}_w,\psi_v\rangle+\langle\psi_w,\psi^{(1)}_v\rangle .$$

The hypothesis `orth` states the orthonormality, and `hd` says that each orbital value is differentiable at zero with derivative $\Phi_{rv}$. The proof differentiates the overlap by the product rule (`h`), notes that it is constant (`hc`), and equates the two derivatives by uniqueness.

```lean
omit [DecidableEq G] [Fintype V] in
/-- If orbitals stay orthonormal along a perturbation parameter and are differentiable at zero,
their derivatives satisfy `⟨ψ_w, ψ1_v⟩ + ⟨ψ1_w, ψ_v⟩ = 0`. -/
theorem first_order_orthonormality [DecidableEq V] (Ψ : ℝ → Matrix G V ℂ) (Φ : Matrix G V ℂ)
    (orth : ∀ t, (Ψ t)ᴴ * Ψ t = 1)
    (hd : ∀ r v, HasDerivAt (fun t => Ψ t r v) (Φ r v) 0) :
    (Ψ 0)ᴴ * Φ + Φᴴ * Ψ 0 = 0 := by
  ext w v
  have h : HasDerivAt (fun t => ∑ r, star (Ψ t r w) * Ψ t r v)
      (∑ r, (star (Φ r w) * Ψ 0 r v + star (Ψ 0 r w) * Φ r v)) 0 :=
    HasDerivAt.fun_sum fun r _ => (hd r w).star.fun_mul (hd r v)
  -- the overlap is constant in the perturbation parameter
  have hc : (fun t => ∑ r, star (Ψ t r w) * Ψ t r v) = fun _ => (1 : Matrix V V ℂ) w v := by
    funext t
    have ht := congrFun (congrFun (orth t) w) v
    simpa only [Matrix.mul_apply, Matrix.conjTranspose_apply] using ht
  rw [hc] at h
  have h0 := h.unique (hasDerivAt_const (0 : ℝ) ((1 : Matrix V V ℂ) w v))
  simp only [Matrix.add_apply, Matrix.mul_apply, Matrix.conjTranspose_apply, Matrix.zero_apply]
  rw [← Finset.sum_add_distrib, ← h0]
  exact Finset.sum_congr rfl fun r _ => add_comm _ _
```

The derivative of the density follows from $\frac{d}{dt}|\psi_v|^2=2\,\mathrm{Re}\,\overline{\psi_v}\,\psi^{(1)}_v$ and the cancellation:

$$\frac{dn(r)}{dt}\Big|_{0}=4\,\mathrm{Re}\sum_v\overline{\psi_v(r)}\,(P_c\psi^{(1)}_v)(r).$$

Lean first exchanges the projected response for the unprojected one, then differentiates each squared modulus (`h1`), sums over the orbitals (`h2`) and multiplies by two.

```lean
/-- For orbitals that stay orthonormal along a perturbation parameter and are differentiable at
zero, the derivative of the density there is `4 Re ∑ conj(ψ_v) (Pc ψ1_v)`. -/
theorem hasDerivAt_density [DecidableEq V] (Ψ : ℝ → Matrix G V ℂ) (Φ : Matrix G V ℂ)
    (orth : ∀ t, (Ψ t)ᴴ * Ψ t = 1)
    (hd : ∀ r v, HasDerivAt (fun t => Ψ t r v) (Φ r v) 0) (r : G) :
    HasDerivAt (fun t => density (Ψ t) r)
      (densityResponse (Ψ 0) (condProj (Ψ 0) * Φ) r) 0 := by
  rw [← densityResponse_condProj (Ψ 0) Φ (first_order_orthonormality Ψ Φ orth hd) r]
  have h1 : ∀ v, HasDerivAt (fun t => ‖Ψ t r v‖ ^ 2)
      (2 * (star (Ψ 0 r v) * Φ r v).re) 0 := by
    intro v
    refine (hd r v).norm_sq.congr_deriv ?_
    simp [Complex.inner, mul_comm]
  have h2 : HasDerivAt (fun t => ∑ v, ‖Ψ t r v‖ ^ 2)
      (∑ v, 2 * (star (Ψ 0 r v) * Φ r v).re) 0 :=
    HasDerivAt.fun_sum fun v _ => h1 v
  refine (h2.const_mul 2).congr_deriv ?_
  unfold densityResponse
  rw [Complex.re_sum, ← Finset.mul_sum]
  ring
```

No Hamiltonian appears in these statements. To apply them to a calculation, one must know separately that the solution of the Sternheimer equation is $P_c\psi^{(1)}_v$ for a differentiable orthonormal family of orbitals. The setting is that of an insulator with equal occupations; fractional occupations in metals, and the generalised overlap of ultrasoft pseudopotentials, need other formulas.

## Two orbitals on three points

Take the orthonormal orbitals $\psi_0=(\tfrac35,\tfrac45,0)$ and $\psi_1=(0,0,1)$, numbered from zero as in Lean.

```lean
/-- Two orbitals on a grid of three points. -/
def sampleOrbitals : Matrix (Fin 3) (Fin 2) ℂ := !![3/5, 0; 4/5, 0; 0, 1]
```

Let $u=(\tfrac45,-\tfrac35,0)$, which is orthogonal to both, and choose

$$\psi^{(1)}_0=u+i\psi_0-\psi_1,\qquad \psi^{(1)}_1=\psi_0 .$$

```lean
/-- First-order changes of the two sample orbitals. -/
def sampleResponse : Matrix (Fin 3) (Fin 2) ℂ :=
  !![4/5 + 3/5 * Complex.I, 3/5; -3/5 + 4/5 * Complex.I, 4/5; -1, 0]
```

The overlaps are

$$\Psi^\dagger\Phi=\begin{pmatrix} i&1\\-1&0\end{pmatrix},$$

an anti-Hermitian matrix, so the first-order condition holds although the orbitals mix. Projection leaves $P_c\psi^{(1)}_0=u$ and $P_c\psi^{(1)}_1=0$. At the first grid point the unprojected formula gives

$$4\,\mathrm{Re}\left[\tfrac35\left(\tfrac45+\tfrac35 i\right)+0\cdot\tfrac35\right]=\tfrac{48}{25},$$

and the projected one gives $4\cdot\tfrac35\cdot\tfrac45=\tfrac{48}{25}$. At the other two points both give $-\tfrac{48}{25}$ and $0$, so the total charge is unchanged.

These two orbitals share no grid point, so each mixing term vanishes by itself. Cancellation between orbitals shows up for $\psi_0=(1,1)/\sqrt2$ and $\psi_1=(1,-1)/\sqrt2$ on two points, with $\psi^{(1)}_0=-\psi_1$ and $\psi^{(1)}_1=\psi_0$: at the first point the orbitals contribute $-2$ and $+2$.

For the three-point example, Lean checks both orthonormality conditions entry by entry, then the mixing element $\langle\psi_0,\psi^{(1)}_1\rangle=1$ and the unprojected density response at the first point.

```lean
/-- The sample orbitals are orthonormal, also to first order; they mix with each other, and the
density response at the first grid point is `48/25`. -/
theorem densityResponse_condProj_witness :
    sampleOrbitalsᴴ * sampleOrbitals = 1 ∧
    sampleOrbitalsᴴ * sampleResponse + sampleResponseᴴ * sampleOrbitals = 0 ∧
    (sampleOrbitalsᴴ * sampleResponse) 0 1 = 1 ∧
    densityResponse sampleOrbitals sampleResponse 0 = 48 / 25 := by
  -- the numerals in the orbitals are real
  have c3 : (starRingEnd ℂ) 3 = 3 := Complex.ext (by simp) (by simp)
  have c4 : (starRingEnd ℂ) 4 = 4 := Complex.ext (by simp) (by simp)
  have c5 : (starRingEnd ℂ) 5 = 5 := Complex.ext (by simp) (by simp)
  refine ⟨?_, ?_, ?_, ?_⟩
  · ext i j
    fin_cases i <;> fin_cases j <;>
      norm_num [sampleOrbitals, Matrix.mul_apply, Fin.sum_univ_succ, Complex.ext_iff, c3, c4, c5]
  · ext i j
    fin_cases i <;> fin_cases j <;>
      norm_num [sampleOrbitals, sampleResponse, Matrix.mul_apply, Fin.sum_univ_succ,
        Complex.ext_iff, c3, c4, c5]
  · norm_num [sampleOrbitals, sampleResponse, Matrix.mul_apply, Fin.sum_univ_succ,
      Complex.ext_iff, c3, c4, c5]
  · norm_num [densityResponse, sampleOrbitals, sampleResponse, Fin.sum_univ_succ, c3, c4, c5]

end

end SternheimerDensityResponse
```

```lean
#print axioms SternheimerDensityResponse.condProj_projector
#print axioms SternheimerDensityResponse.densityMatrixResponse_condProj_eq_iff
#print axioms SternheimerDensityResponse.densityResponse_condProj
#print axioms SternheimerDensityResponse.hasDerivAt_density
```

```
'SternheimerDensityResponse.condProj_projector' depends on axioms: [propext, Classical.choice, Quot.sound]
'SternheimerDensityResponse.densityMatrixResponse_condProj_eq_iff' depends on axioms: [propext, Classical.choice, Quot.sound]
'SternheimerDensityResponse.densityResponse_condProj' depends on axioms: [propext, Classical.choice, Quot.sound]
'SternheimerDensityResponse.hasDerivAt_density' depends on axioms: [propext, Classical.choice, Quot.sound]
```
